# Clarkson's inequality for p ≥ 2 on a finite grid with nonnegative weights

## Densities, fields and the power-law functional

Let n be the density of a non-interacting electron gas in d dimensions. In the Thomas–Fermi approximation its kinetic energy is a constant c > 0 times the integral of n^(1+2/d), where c comes from filling momentum states up to the Fermi level. An external potential v adds the integral of v n. How far apart can two densities be if both have nearly the lowest energy? The exponent is 3 for d = 1, 2 for d = 2 and 5/3 for d = 3. The bounds below need an exponent of at least 2, so they apply to the first two cases.

Replace space by finitely many grid points i with weights w_i, which play the role of volume elements. For a field f with values f_i, define

F(f) = Σ_i w_i ‖f_i‖^p.

This F is the bare power law without the prefactor c, not the universal functional of density functional theory. An energy c F + V becomes F + L with L = V/c, so the energies in the theorems are physical energies divided by c. The passage from the grid sum to the integral over space is left open.

In Lean the grid is the finite type `ι`, a field is a function `ι → E`, and F is `powerFunctional w p`. The values lie in a real inner product space `E`: real numbers for a density, or complex numbers and spinors regarded as real vectors. The exponent p is real, and `(1 / 2 : ℝ) • (f + g)` is the half sum (f+g)/2. Signs of w and bounds on p enter as hypotheses of each theorem.

```lean
import Mathlib

open Finset

namespace ClarksonInequality

noncomputable section

variable {ι E : Type*} [Fintype ι] [NormedAddCommGroup E] [InnerProductSpace ℝ E]

/-- The power-law functional `∑ w ‖f‖ ^ p` of a field `f` on a finite grid with weights `w`,
meant for exponents `p > 0`. -/
def powerFunctional (w : ι → ℝ) (p : ℝ) (f : ι → E) : ℝ :=
  ∑ i, w i * ‖f i‖ ^ p
```

## (a) The parallelogram law at half scale

For a, b in E, express the squared norms of the half sum and half difference through those of a and b:

‖(a+b)/2‖² + ‖(a−b)/2‖² = (‖a‖² + ‖b‖²)/2.

**Solution.** Expanding the inner products gives

‖a ± b‖² = ‖a‖² ± 2⟨a,b⟩ + ‖b‖².

In the sum of the two the cross terms cancel, leaving 2‖a‖² + 2‖b‖². The two factors 1/2 contribute 1/4 after squaring, which gives the claim. The Lean proof likewise takes a quarter of Mathlib's parallelogram law.

```lean
/-- Parallelogram law for the half sum and the half difference of two field values. -/
theorem half_parallelogram (a b : E) :
    ‖(1 / 2 : ℝ) • (a + b)‖ ^ 2 + ‖(1 / 2 : ℝ) • (a - b)‖ ^ 2 = (‖a‖ ^ 2 + ‖b‖ ^ 2) / 2 := by
  have h : ‖(1 / 2 : ℝ)‖ = 1 / 2 := by norm_num
  rw [norm_smul, norm_smul, h]
  linear_combination (1 / 4) * parallelogram_law_with_norm ℝ a b
```

## (b) From squares to p-th powers

For x ≥ 0, write the p-th power of x as a power of x²:

(x²)^(p/2) = x^p.

**Solution.** For x > 0 the exponents multiply, and 2 · p/2 = p. For x = 0 and p > 0 both sides vanish. Only positive p is needed later.

```lean
/-- The `p`-th power of a nonnegative number is the `p / 2`-th power of its square. -/
theorem sq_rpow_half {x : ℝ} (hx : 0 ≤ x) (p : ℝ) : (x ^ 2) ^ (p / 2) = x ^ p := by
  rw [← Real.rpow_natCast, ← Real.rpow_mul hx]
  congr 1
  push_cast
  ring
```

## (c) Convexity of t^(p/2)

For p ≥ 2, bound a power of the mean square by the mean of the p-th powers:

((‖a‖² + ‖b‖²)/2)^(p/2) ≤ (‖a‖^p + ‖b‖^p)/2.

**Solution.** Put q = p/2 ≥ 1. The function t^q is continuous on t ≥ 0, and its second derivative q(q−1)t^(q−2) is nonnegative for t > 0, so it is convex. At the midpoint of s = ‖a‖² and t = ‖b‖² this says

((s+t)/2)^q ≤ (s^q + t^q)/2.

By (b), s^q = ‖a‖^p and t^q = ‖b‖^p. In Lean, `convexOn_rpow` supplies the convexity, used with both coefficients equal to 1/2.

```lean
omit [InnerProductSpace ℝ E] in
/-- For `p ≥ 2`, the mean of two squared norms, raised to the power `p / 2`, is at most the mean
of the `p`-th powers of the norms. -/
theorem mean_sq_rpow_le {p : ℝ} (hp : 2 ≤ p) (a b : E) :
    ((‖a‖ ^ 2 + ‖b‖ ^ 2) / 2) ^ (p / 2) ≤ (‖a‖ ^ p + ‖b‖ ^ p) / 2 := by
  -- convexity of `t ↦ t ^ (p / 2)` at the midpoint
  have h := (convexOn_rpow (show 1 ≤ p / 2 by linarith)).2
    (Set.mem_Ici.2 (sq_nonneg ‖a‖)) (Set.mem_Ici.2 (sq_nonneg ‖b‖))
    (show (0 : ℝ) ≤ 1 / 2 by norm_num) (show (0 : ℝ) ≤ 1 / 2 by norm_num) (by norm_num)
  simp only [smul_eq_mul] at h
  rw [sq_rpow_half (norm_nonneg a), sq_rpow_half (norm_nonneg b)] at h
  have e : (‖a‖ ^ 2 + ‖b‖ ^ 2) / 2 = 1 / 2 * ‖a‖ ^ 2 + 1 / 2 * ‖b‖ ^ 2 := by ring
  rw [e]
  linarith
```

## (d) The inequality at one grid point

For p ≥ 2, combine the previous parts into a bound for two field values:

‖(a+b)/2‖^p + ‖(a−b)/2‖^p ≤ (‖a‖^p + ‖b‖^p)/2.

**Solution.** For s, t ≥ 0 and q ≥ 1,

s^q + t^q ≤ (s+t)^q.

This is clear if s + t = 0. Otherwise s/(s+t) and t/(s+t) lie in [0,1], so their q-th powers are no larger than the fractions themselves, and the fractions add to 1. Now take s = ‖(a+b)/2‖², t = ‖(a−b)/2‖² and q = p/2. By (b) the left side is the one wanted. By (a) the right side is ((‖a‖² + ‖b‖²)/2)^(p/2), which (c) bounds.

In the code, `Real.add_rpow_le_rpow_add` is the superadditivity step, and `h.trans` joins it to (c).

```lean
/-- Clarkson's inequality at a single grid point, for `p ≥ 2`. -/
theorem clarkson_pointwise {p : ℝ} (hp : 2 ≤ p) (a b : E) :
    ‖(1 / 2 : ℝ) • (a + b)‖ ^ p + ‖(1 / 2 : ℝ) • (a - b)‖ ^ p ≤ (‖a‖ ^ p + ‖b‖ ^ p) / 2 := by
  have h := Real.add_rpow_le_rpow_add (sq_nonneg ‖(1 / 2 : ℝ) • (a + b)‖)
    (sq_nonneg ‖(1 / 2 : ℝ) • (a - b)‖) (show 1 ≤ p / 2 by linarith)
  rw [half_parallelogram, sq_rpow_half (norm_nonneg _), sq_rpow_half (norm_nonneg _)] at h
  exact h.trans (mean_sq_rpow_le hp a b)
```

## (e) Strict superadditivity

For q > 1 and s, t > 0, sharpen the inequality for powers of a sum:

s^q + t^q < (s+t)^q.

**Solution.** Since q − 1 > 0 and both s and t are smaller than s + t,

s^q = s · s^(q−1) < s (s+t)^(q−1),

t^q = t · t^(q−1) < t (s+t)^(q−1).

Adding the lines gives the result. The factorisation is `key` in the Lean proof, and `h1` and `h2` compare the powers.

```lean
/-- A power with exponent `q > 1` is strictly superadditive on positive numbers. -/
theorem rpow_add_lt {q s t : ℝ} (hq : 1 < q) (hs : 0 < s) (ht : 0 < t) :
    s ^ q + t ^ q < (s + t) ^ q := by
  have key : ∀ u : ℝ, 0 < u → u ^ q = u * u ^ (q - 1) := by
    intro u hu
    rw [Real.rpow_sub_one hu.ne']
    field_simp
  have h1 : s ^ (q - 1) < (s + t) ^ (q - 1) :=
    Real.rpow_lt_rpow hs.le (by linarith) (by linarith)
  have h2 : t ^ (q - 1) < (s + t) ^ (q - 1) :=
    Real.rpow_lt_rpow ht.le (by linarith) (by linarith)
  rw [key s hs, key t ht, key (s + t) (add_pos hs ht), add_mul s t]
  exact add_lt_add (mul_lt_mul_of_pos_left h1 hs) (mul_lt_mul_of_pos_left h2 ht)
```

## (f) Equality at one grid point

For p > 2, find all pairs of values for which (d) is an equality:

‖(a+b)/2‖^p + ‖(a−b)/2‖^p = (‖a‖^p + ‖b‖^p)/2 ⇔ a = b or a = −b.

**Solution.** If a ≠ b and a ≠ −b, the half sum and half difference are both nonzero. Then (e), with q = p/2 > 1, makes the first step of (d) strict, so equality fails. Conversely, if a = b the half difference vanishes and the half sum is a, so both sides are ‖a‖^p. If a = −b the two exchange roles. At p = 2 equality holds for every pair, by (a).

The two branches after `constructor` are these two directions.

```lean
/-- For `p > 2`, equality holds in the pointwise Clarkson inequality exactly when the two field
values agree or are opposite. -/
theorem clarkson_pointwise_eq_iff {p : ℝ} (hp : 2 < p) (a b : E) :
    ‖(1 / 2 : ℝ) • (a + b)‖ ^ p + ‖(1 / 2 : ℝ) • (a - b)‖ ^ p = (‖a‖ ^ p + ‖b‖ ^ p) / 2 ↔
      a = b ∨ a = -b := by
  have hp0 : p ≠ 0 := by linarith
  constructor
  · intro heq
    by_contra hne
    rw [not_or] at hne
    have hx : 0 < ‖(1 / 2 : ℝ) • (a + b)‖ := norm_pos_iff.2
      (smul_ne_zero (by norm_num) (fun h => hne.2 (eq_neg_of_add_eq_zero_left h)))
    have hy : 0 < ‖(1 / 2 : ℝ) • (a - b)‖ := norm_pos_iff.2
      (smul_ne_zero (by norm_num) (sub_ne_zero.2 hne.1))
    -- both half sum and half difference are nonzero, so superadditivity is strict
    have h := rpow_add_lt (show 1 < p / 2 by linarith) (pow_pos hx 2) (pow_pos hy 2)
    rw [half_parallelogram, sq_rpow_half hx.le, sq_rpow_half hy.le] at h
    exact (h.trans_le (mean_sq_rpow_le hp.le a b)).ne heq
  · rintro (rfl | rfl)
    · have e : (1 / 2 : ℝ) • (a + a) = a := by module
      rw [e, sub_self, smul_zero, norm_zero, Real.zero_rpow hp0]
      ring
    · have e : (1 / 2 : ℝ) • (-b - b) = -b := by module
      rw [e, neg_add_cancel, smul_zero, norm_zero, Real.zero_rpow hp0, norm_neg]
      ring
```

## (g) Clarkson's inequality on the grid

Let p ≥ 2 and w_i ≥ 0 for every i. Pass from values to whole fields:

F((f+g)/2) + F((f−g)/2) ≤ (F(f) + F(g))/2.

**Solution.** Apply (d) with a = f_i and b = g_i, multiply by w_i ≥ 0 and sum over i. This is convexity of F at the midpoint with an explicit surplus, F((f−g)/2). Clarkson's name is usually attached to statements about integrals, including a form with conjugate exponents for 1 < p < 2; the sum treated here is finite and has p ≥ 2.

In Lean, `sum_le_sum` adds the weighted pointwise bounds, and `arith` distributes each weight.

```lean
/-- **Clarkson's inequality** on a finite grid with nonnegative weights, for `p ≥ 2` and fields
with values in a real inner product space. -/
theorem clarkson {p : ℝ} (hp : 2 ≤ p) {w : ι → ℝ} (hw : ∀ i, 0 ≤ w i) (f g : ι → E) :
    powerFunctional w p ((1 / 2 : ℝ) • (f + g)) + powerFunctional w p ((1 / 2 : ℝ) • (f - g)) ≤
      (powerFunctional w p f + powerFunctional w p g) / 2 := by
  have arith : ∀ u A B C D : ℝ, u * (A + B) ≤ u * ((C + D) / 2) →
      u * A + u * B ≤ (u * C + u * D) / 2 := by
    intro u A B C D h
    linarith only [h]
  simp only [powerFunctional, Pi.smul_apply, Pi.add_apply, Pi.sub_apply]
  rw [← sum_add_distrib, ← sum_add_distrib, sum_div]
  -- the pointwise inequality, weighted and summed
  exact sum_le_sum fun i _ => arith _ _ _ _ _
    (mul_le_mul_of_nonneg_left (clarkson_pointwise hp (f i) (g i)) (hw i))
```

## (h) Failure below p = 2

Let 0 < p < 2 and let the total weight W = Σ_i w_i be positive. Show that the constant fields 1 and 0 reverse the inequality strictly:

(F(1) + F(0))/2 < F((1+0)/2) + F((1−0)/2).

**Solution.** The left side is W/2. Both fields on the right are the constant 1/2, so the right side is 2W(1/2)^p. Since p < 2, (1/2)^p > (1/2)² = 1/4, and the right side exceeds W/2.

The three-dimensional exponent 5/3 falls in this range. Its power law is still strictly convex; what fails is this particular surplus.

```lean
/-- For `0 < p < 2` and positive total weight, the constant fields `1` and `0` violate the
inequality. -/
theorem clarkson_fails_below_two {p : ℝ} (hp0 : 0 < p) (hp : p < 2) {w : ι → ℝ}
    (hw : 0 < ∑ i, w i) :
    (powerFunctional w p (fun _ => (1 : ℝ)) + powerFunctional w p (fun _ => (0 : ℝ))) / 2 <
      powerFunctional w p ((1 / 2 : ℝ) • ((fun _ => (1 : ℝ)) + (fun _ => (0 : ℝ)))) +
      powerFunctional w p ((1 / 2 : ℝ) • ((fun _ => (1 : ℝ)) - (fun _ => (0 : ℝ)))) := by
  have hc : ∀ c : ℝ, powerFunctional w p (fun _ => c) = (∑ i, w i) * ‖c‖ ^ p := by
    intro c
    unfold powerFunctional
    rw [sum_mul]
  have e1 : (1 / 2 : ℝ) • ((fun _ : ι => (1 : ℝ)) + (fun _ => (0 : ℝ))) = fun _ => 1 / 2 := by
    ext i
    simp
  have e2 : (1 / 2 : ℝ) • ((fun _ : ι => (1 : ℝ)) - (fun _ => (0 : ℝ))) = fun _ => 1 / 2 := by
    ext i
    simp
  have hn : ‖(1 / 2 : ℝ)‖ = 1 / 2 := by norm_num
  -- lowering the exponent below two raises the power of one half above one quarter
  have h : (1 / 2 : ℝ) ^ (2 : ℝ) < (1 / 2 : ℝ) ^ p :=
    Real.rpow_lt_rpow_of_exponent_gt (by norm_num) (by norm_num) hp
  have h4 : (1 / 2 : ℝ) ^ (2 : ℝ) = 1 / 4 := by
    rw [Real.rpow_two]
    norm_num
  rw [h4] at h
  have arith : ∀ W x : ℝ, W * (1 / 4) < W * x → (W * 1 + W * 0) / 2 < W * x + W * x := by
    intro W x hx
    linarith only [hx]
  simp only [e1, e2, hc, hn, norm_one, norm_zero, Real.one_rpow, Real.zero_rpow hp0.ne']
  exact arith _ _ (mul_lt_mul_of_pos_left h hw)
```

A neighbouring result follows by hand from the same argument. For 0 < p ≤ 2 the function t^(p/2) is concave and subadditive on t ≥ 0, so both steps of (d) reverse, and for nonnegative weights

F((f+g)/2) + F((f−g)/2) ≥ (F(f) + F(g))/2.

## (i) Nearly minimal energies force nearby fields

Let p ≥ 2 and w_i ≥ 0, let L be a real linear functional and K a convex set of fields. Suppose F + L ≥ m on K, and let f, g in K have energies at most m + ε. Bound their half difference:

F((f−g)/2) ≤ ε.

**Solution.** The midpoint h = (f+g)/2 lies in K, and L(h) = (L(f) + L(g))/2. Hence

m ≤ F(h) + (L(f) + L(g))/2.

Insert this into (g):

F((f−g)/2) ≤ (F(f) + F(g))/2 − F(h) ≤ (F(f) + L(f) + F(g) + L(g))/2 − m ≤ ε.

For densities, K can be the set with n_i ≥ 0 and Σ_i w_i n_i = N, where N is the particle number, and L(n) = Σ_i w_i v_i n_i / c. For a non-interacting Thomas–Fermi gas on a finite grid in one or two dimensions, a physical energy tolerance c ε thus becomes a bound on the density error, Σ_i w_i |f_i − g_i|^p ≤ 2^p ε. The lower bound m is assumed, as hypothesis `hm`; a Hartree term is not linear in n and does not fit into L.

In Lean, `hmid` puts the midpoint in K, `hL` evaluates L there, and `arith` carries out the final chain.

```lean
/-- Let `p ≥ 2` and `w ≥ 0`, and add a linear potential energy `L` to the power-law functional.
If two fields in a convex set have energies within `ε` of a lower bound `m` on that set, then the
power-law functional of their half difference is at most `ε`. -/
theorem near_minimisers_close {p : ℝ} (hp : 2 ≤ p) {w : ι → ℝ} (hw : ∀ i, 0 ≤ w i)
    (L : (ι → E) →ₗ[ℝ] ℝ) {K : Set (ι → E)} (hK : Convex ℝ K) {m ε : ℝ}
    (hm : ∀ h ∈ K, m ≤ powerFunctional w p h + L h) {f g : ι → E} (hf : f ∈ K) (hg : g ∈ K)
    (hfε : powerFunctional w p f + L f ≤ m + ε) (hgε : powerFunctional w p g + L g ≤ m + ε) :
    powerFunctional w p ((1 / 2 : ℝ) • (f - g)) ≤ ε := by
  have hmid : (1 / 2 : ℝ) • (f + g) ∈ K := by
    have h := hK hf hg (show (0 : ℝ) ≤ 1 / 2 by norm_num)
      (show (0 : ℝ) ≤ 1 / 2 by norm_num) (by norm_num)
    rwa [← smul_add] at h
  -- the linear term is the same at the midpoint and on average
  have hL : L ((1 / 2 : ℝ) • (f + g)) = (L f + L g) / 2 := by
    rw [L.map_smul, L.map_add, smul_eq_mul]
    ring
  have arith : ∀ A B F G k l : ℝ, m ≤ A + (k + l) / 2 → A + B ≤ (F + G) / 2 →
      F + k ≤ m + ε → G + l ≤ m + ε → B ≤ ε := by
    intro A B F G k l h1 h2 h3 h4
    linarith only [h1, h2, h3, h4]
  have h1 := hm _ hmid
  rw [hL] at h1
  exact arith _ _ _ _ _ _ h1 (clarkson hp hw f g) hfε hgε
```

## (j) At most one minimiser

Let p ≥ 2, let every w_i be strictly positive, and let L and K be as in (i). If f and g both minimise F + L on K, show that they coincide:

f = g.

**Solution.** Take m = F(f) + L(f) and ε = 0 in (i). Then

Σ_i w_i ‖(f_i − g_i)/2‖^p ≤ 0.

Every term is nonnegative, so every term vanishes. Since w_i > 0, f_i = g_i at each i. Whether a minimiser exists is a separate question.

The Lean proof runs the last step by contradiction: a point where the fields differ contributes a positive term (`hpos`), which is at most the whole sum (`hle`).

```lean
/-- For `p ≥ 2` and strictly positive weights, the power-law functional plus a linear potential
energy has at most one minimiser on a convex set of fields. -/
theorem minimiser_unique {p : ℝ} (hp : 2 ≤ p) {w : ι → ℝ} (hw : ∀ i, 0 < w i)
    (L : (ι → E) →ₗ[ℝ] ℝ) {K : Set (ι → E)} (hK : Convex ℝ K) {f g : ι → E}
    (hf : f ∈ K) (hg : g ∈ K)
    (hfmin : ∀ h ∈ K, powerFunctional w p f + L f ≤ powerFunctional w p h + L h)
    (hgmin : ∀ h ∈ K, powerFunctional w p g + L g ≤ powerFunctional w p h + L h) :
    f = g := by
  have h0 : powerFunctional w p ((1 / 2 : ℝ) • (f - g)) ≤ 0 :=
    near_minimisers_close hp (fun i => (hw i).le) L hK hfmin hf hg
      (add_zero _).ge ((hgmin f hf).trans (add_zero _).ge)
  simp only [powerFunctional, Pi.smul_apply, Pi.sub_apply] at h0
  funext i
  by_contra hne
  -- a grid point where the fields differ would contribute a positive term
  have hd : (1 / 2 : ℝ) • (f i - g i) ≠ 0 :=
    smul_ne_zero (by norm_num) (sub_ne_zero.2 hne)
  have hpos : 0 < w i * ‖(1 / 2 : ℝ) • (f i - g i)‖ ^ p :=
    mul_pos (hw i) (Real.rpow_pos_of_pos (norm_pos_iff.2 hd) p)
  have hle : w i * ‖(1 / 2 : ℝ) • (f i - g i)‖ ^ p ≤
      ∑ j, w j * ‖(1 / 2 : ℝ) • (f j - g j)‖ ^ p :=
    single_le_sum (f := fun j => w j * ‖(1 / 2 : ℝ) • (f j - g j)‖ ^ p)
      (fun j _ => mul_nonneg (hw j).le (Real.rpow_nonneg (norm_nonneg _) _)) (mem_univ i)
  exact lt_irrefl _ (hpos.trans_le (hle.trans h0))

end

end ClarksonInequality
```

```lean
#print axioms ClarksonInequality.clarkson_pointwise_eq_iff
-- 'ClarksonInequality.clarkson_pointwise_eq_iff' depends on axioms: [propext, Classical.choice, Quot.sound]
#print axioms ClarksonInequality.clarkson
-- 'ClarksonInequality.clarkson' depends on axioms: [propext, Classical.choice, Quot.sound]
#print axioms ClarksonInequality.clarkson_fails_below_two
-- 'ClarksonInequality.clarkson_fails_below_two' depends on axioms: [propext, Classical.choice, Quot.sound]
#print axioms ClarksonInequality.minimiser_unique
-- 'ClarksonInequality.minimiser_unique' depends on axioms: [propext, Classical.choice, Quot.sound]
```
